# The SCF error FDS − SDF becomes the commutator of Fock and density matrix in an orthonormal basis

Take two normalised real orbitals with overlap 3/5, of which the first is occupied. Writing matrices row by row, I have the overlap, density and Fock matrices

S = [1 3/5; 3/5 1], D = [1 0; 0 0], F = [0 1; 1 0].

The SCF error that I would give to DIIS is

e = FDS − SDF = [0 −1; 1 0],

with squared Frobenius norm 2. Then I orthonormalise with X = [1 −3/4; 0 5/4], which satisfies XᵀSX = 1, and form F' = XᵀFX and D' = X⁻¹DX⁻ᵀ. Now the commutator F'D' − D'F' is [0 −5/4; 5/4 0], with squared norm 25/8. Are these the same error? If they are, which number should I compare with my convergence threshold, and would another X give me a third one? I also don't see why D needs inverses when F doesn't, or whether a level shift would change the result.

## One error, measured with two different metrics

They are the same error in two bases, and they vanish together. The value 25/8 is the same for every square X with XᵀSX = 1, including the symmetric choice S^(−1/2). The value 2 is the norm in the original basis, where the overlap has been left out of the measurement. Either can serve as a convergence measure, but a threshold set for one isn't numerically the same threshold for the other.

Your numbers can be followed by hand. The inverse is X⁻¹ = [1 3/5; 0 4/5], so

D' = [1 0; 0 0], F' = [0 5/4; 5/4 −15/8].

Their commutator is 5/4 times e, and XᵀeX is also 5/4 times e.

### Why F and D transform differently

F holds matrix elements between basis functions, while D is built from orbital coefficients. If the new basis functions are the columns of X, coefficients obey C = XC', so a density D = CCᴴ becomes XD'Xᴴ. Here ᴴ is the conjugate transpose, which for real matrices is ᵀ. Solving for D' brings in the inverses.

Assume XᴴSX = 1 with X square, and write X⁻ᴴ for (X⁻¹)ᴴ. The assumption says that XᴴS is a left inverse of X. For square matrices it is then also a right inverse, so XX⁻¹ = 1, and the conjugate transpose of this is X⁻ᴴXᴴ = 1. Two relations follow:

XD'Xᴴ = (XX⁻¹)D(X⁻ᴴXᴴ) = D

S = X⁻ᴴ(XᴴSX)X⁻¹ = X⁻ᴴX⁻¹.

Insert the first into each half of the error:

XᴴFDSX = (XᴴFX)D'(XᴴSX) = F'D'

XᴴSDFX = (XᴴSX)D'(XᴴFX) = D'F'.

Subtracting gives

XᴴeX = F'D' − D'F'.

If e = 0, the commutator is zero. Conversely, e = X⁻ᴴ(XᴴeX)X⁻¹, so a zero commutator forces e = 0.

### Idempotency and the norm

The same transformation handles the condition on the density. Using S = X⁻ᴴX⁻¹,

X⁻¹(DSD)X⁻ᴴ = (X⁻¹DX⁻ᴴ)(X⁻¹DX⁻ᴴ) = D'D'.

So DSD = D gives D'D' = D'. In the other direction, if D'D' = D', transforming back gives DSD = XD'D'Xᴴ = XD'Xᴴ = D.

For the norm, invert S = X⁻ᴴX⁻¹ to get XXᴴ = S⁻¹. With e' = XᴴeX and the cyclic property of the trace,

tr(e'ᴴe') = tr(XᴴeᴴXXᴴeX) = tr(eᴴS⁻¹eS⁻¹).

X has disappeared. In your example S⁻¹ = [25/16 −15/16; −15/16 25/16]. Both diagonal entries of eᵀS⁻¹eS⁻¹ are 25/16, and their sum is 25/8.

### What a level shift does

Let b be the shift parameter and replace F by F + b(S − SDS). Since Xᴴ(SDS)X = (XᴴSX)D'(XᴴSX) = D', the new Fock matrix in the orthonormal basis is

F' + b(1 − D').

For a Hermitian idempotent D', the matrix 1 − D' projects onto the virtual orbitals, so a positive b raises the virtual block. The contribution to the error is

b[(S − SDS)DS − SD(S − SDS)] = b[SDS − SDSDS − SDS + SDSDS] = 0.

The shift therefore leaves the error unchanged, whether or not D is idempotent, provided that the shift and the error use the same D. It can still change the next density, and with it the next error.

### The normalisation of X matters

Take S = 1 and X = 2·1, with your F and D. Then F' = 4F and D' = D/4, so F'D' − D'F' = e, but XᵀeX = 4e. The density satisfies DSD = D, while D' = [1/4 0; 0 0] is not idempotent. It is therefore not enough for X to be invertible with mutually orthogonal columns of equal length.

### The statements in Lean

The index type `n` labels a finite set of basis functions, and `RCLike 𝕜` means that the entries are real or complex. The definitions correspond to the matrices above:

- `scfError S F D` is e = FDS − SDF.
- `orthFock X F` is F', and `orthDensity X D` is D'.
- `levelShift b S F D` is F + b(S − SDS), with `b` any scalar in 𝕜.

The hypothesis `h : Xᴴ * S * X = 1` says that the columns of the square matrix X are orthonormal with respect to S. Hermiticity of S is not assumed separately, because it follows from S = X⁻ᴴX⁻¹. F and D may be arbitrary square matrices.

Under this hypothesis, `scfError_transform` states the commutator formula and `scfError_eq_zero_iff` says that the two errors vanish together. `density_idempotent_iff` is the equivalence between DSD = D and D'D' = D', `error_norm_sq` is the trace formula, and `orthFock_levelShift` gives the shifted Fock matrix. `scfError_levelShift` needs no condition on S or D. The final theorem, `orthogonalizer_witness`, checks three facts about your example: XᵀSX = 1, DSD = D, and the value of e.

D counts each occupied orbital once, like the density matrix of a single spin. Many textbooks use the closed-shell total density P = 2D, for which the condition reads PSP = 2P.

In Hartree–Fock or Kohn–Sham calculations with a finite basis from which no functions have been removed, these identities let a DIIS residual be computed in either basis. For an SCF solution in which every orbital is either occupied or empty, F must also be the Fock matrix built from the same D, and D must be Hermitian, satisfy DSD = D and contain the right number of electrons. The theorems assume none of this, so a vanishing error says only that F' and D' commute.

A rectangular X, as used when nearly dependent functions are discarded, falls under none of these theorems. It can hide an error: keep only the first column x = (1, 0)ᵀ of your X, and xᵀSx = 1 and xᵀex = 0, although e is not zero.

```lean
import Mathlib

open Matrix

namespace SCFErrorOrthogonalization

noncomputable section

variable {n 𝕜 : Type*} [Fintype n] [RCLike 𝕜]

/-- The SCF error `F D S - S D F` in a basis with overlap matrix `S`. -/
def scfError (S F D : Matrix n n 𝕜) : Matrix n n 𝕜 := F * D * S - S * D * F

/-- The Fock matrix `F' = Xᴴ F X` in the basis formed by the columns of `X`. -/
def orthFock (X F : Matrix n n 𝕜) : Matrix n n 𝕜 := Xᴴ * F * X

/-- The level-shifted Fock matrix `F + b (S - S D S)`. -/
def levelShift (b : 𝕜) (S F D : Matrix n n 𝕜) : Matrix n n 𝕜 :=
  F + b • (S - S * D * S)

variable [DecidableEq n]

/-- The density matrix `D' = X⁻¹ D X⁻ᴴ` in the basis formed by the columns of `X`,
for invertible `X`. -/
def orthDensity (X D : Matrix n n 𝕜) : Matrix n n 𝕜 := X⁻¹ * D * (X⁻¹)ᴴ

variable {S X : Matrix n n 𝕜}

/-- If the columns of the square matrix `X` are orthonormal with respect to the overlap `S`,
then `X` has a true inverse. -/
theorem orthogonalizer_mul_inv (h : Xᴴ * S * X = 1) : X * X⁻¹ = 1 := by
  rw [Matrix.inv_eq_left_inv h]
  exact mul_eq_one_comm.mp h

/-- If `Xᴴ S X = 1`, the original density matrix is recovered as `D = X D' Xᴴ`. -/
theorem density_back_transform (h : Xᴴ * S * X = 1) (D : Matrix n n 𝕜) :
    X * orthDensity X D * Xᴴ = D := by
  have hX := orthogonalizer_mul_inv h
  have hX' : (X⁻¹)ᴴ * Xᴴ = 1 := by
    rw [← Matrix.conjTranspose_mul, hX, Matrix.conjTranspose_one]
  calc X * orthDensity X D * Xᴴ = (X * X⁻¹) * D * ((X⁻¹)ᴴ * Xᴴ) := by
        simp only [orthDensity, Matrix.mul_assoc]
    _ = D := by rw [hX, hX', Matrix.one_mul, Matrix.mul_one]

/-- If `Xᴴ S X = 1`, the overlap matrix is `S = X⁻ᴴ X⁻¹`. -/
theorem overlap_eq (h : Xᴴ * S * X = 1) : S = (X⁻¹)ᴴ * X⁻¹ := by
  have hX := orthogonalizer_mul_inv h
  have hX' : (X⁻¹)ᴴ * Xᴴ = 1 := by
    rw [← Matrix.conjTranspose_mul, hX, Matrix.conjTranspose_one]
  calc S = ((X⁻¹)ᴴ * Xᴴ) * S * (X * X⁻¹) := by
        rw [hX, hX', Matrix.one_mul, Matrix.mul_one]
    _ = (X⁻¹)ᴴ * (Xᴴ * S * X) * X⁻¹ := by simp only [Matrix.mul_assoc]
    _ = (X⁻¹)ᴴ * X⁻¹ := by rw [h, Matrix.mul_one]

/-- If `Xᴴ S X = 1`, the SCF error transforms into the commutator of the Fock and density
matrices in the orthonormal basis: `Xᴴ (F D S - S D F) X = F' D' - D' F'`. -/
theorem scfError_transform (h : Xᴴ * S * X = 1) (F D : Matrix n n 𝕜) :
    Xᴴ * scfError S F D * X
      = orthFock X F * orthDensity X D - orthDensity X D * orthFock X F := by
  have hD := density_back_transform h D
  -- insert D = X D' Xᴴ, then regroup around the metric Xᴴ S X
  calc Xᴴ * scfError S F D * X
      = Xᴴ * (F * (X * orthDensity X D * Xᴴ) * S
          - S * (X * orthDensity X D * Xᴴ) * F) * X := by rw [hD, scfError]
    _ = (Xᴴ * F * X) * orthDensity X D * (Xᴴ * S * X)
          - (Xᴴ * S * X) * orthDensity X D * (Xᴴ * F * X) := by noncomm_ring
    _ = orthFock X F * orthDensity X D - orthDensity X D * orthFock X F := by
        rw [h, Matrix.mul_one, Matrix.one_mul, orthFock]

/-- If `Xᴴ S X = 1`, the SCF error vanishes exactly when the Fock and density matrices
commute in the orthonormal basis. -/
theorem scfError_eq_zero_iff (h : Xᴴ * S * X = 1) (F D : Matrix n n 𝕜) :
    scfError S F D = 0 ↔
      orthFock X F * orthDensity X D = orthDensity X D * orthFock X F := by
  have ht := scfError_transform h F D
  constructor
  · intro h0
    rw [h0, Matrix.mul_zero, Matrix.zero_mul] at ht
    exact sub_eq_zero.mp ht.symm
  · intro hc
    rw [hc, sub_self] at ht
    have hX := orthogonalizer_mul_inv h
    have hX' : (X⁻¹)ᴴ * Xᴴ = 1 := by
      rw [← Matrix.conjTranspose_mul, hX, Matrix.conjTranspose_one]
    -- undo the congruence by X
    calc scfError S F D = ((X⁻¹)ᴴ * Xᴴ) * scfError S F D * (X * X⁻¹) := by
          rw [hX, hX', Matrix.one_mul, Matrix.mul_one]
      _ = (X⁻¹)ᴴ * (Xᴴ * scfError S F D * X) * X⁻¹ := by
          simp only [Matrix.mul_assoc]
      _ = 0 := by rw [ht, Matrix.mul_zero, Matrix.zero_mul]

/-- If `Xᴴ S X = 1`, the condition `D S D = D` holds exactly when the density matrix in the
orthonormal basis is idempotent. -/
theorem density_idempotent_iff (h : Xᴴ * S * X = 1) (D : Matrix n n 𝕜) :
    D * S * D = D ↔ orthDensity X D * orthDensity X D = orthDensity X D := by
  have hS := overlap_eq h
  -- the transform sends D S D to D' D'
  have hmul : orthDensity X (D * S * D) = orthDensity X D * orthDensity X D := by
    calc orthDensity X (D * S * D)
        = X⁻¹ * (D * ((X⁻¹)ᴴ * X⁻¹) * D) * (X⁻¹)ᴴ := by rw [← hS, orthDensity]
      _ = orthDensity X D * orthDensity X D := by
          simp only [orthDensity, Matrix.mul_assoc]
  constructor
  · intro hD
    rw [← hmul, hD]
  · intro hP
    rw [← density_back_transform h (D * S * D), hmul, hP, density_back_transform h D]

/-- If `Xᴴ S X = 1`, the squared Frobenius norm of the commutator `F' D' - D' F'` equals
`tr (eᴴ S⁻¹ e S⁻¹)`, where `e = F D S - S D F`. -/
theorem error_norm_sq (h : Xᴴ * S * X = 1) (F D : Matrix n n 𝕜) :
    trace ((orthFock X F * orthDensity X D - orthDensity X D * orthFock X F)ᴴ
        * (orthFock X F * orthDensity X D - orthDensity X D * orthFock X F))
      = trace ((scfError S F D)ᴴ * S⁻¹ * scfError S F D * S⁻¹) := by
  -- the orthogonalizer enters only through X Xᴴ = S⁻¹
  have hS : S⁻¹ = X * Xᴴ := by
    apply Matrix.inv_eq_right_inv
    rw [← Matrix.mul_assoc]
    apply mul_eq_one_comm.mp
    rw [← Matrix.mul_assoc]
    exact h
  have hE : (Xᴴ * scfError S F D * X)ᴴ * (Xᴴ * scfError S F D * X)
      = Xᴴ * ((scfError S F D)ᴴ * (X * Xᴴ) * scfError S F D * X) := by
    simp only [Matrix.conjTranspose_mul, Matrix.conjTranspose_conjTranspose,
      Matrix.mul_assoc]
  rw [← scfError_transform h, hE, Matrix.trace_mul_comm, hS]
  simp only [Matrix.mul_assoc]

/-- If `Xᴴ S X = 1`, the level-shifted Fock matrix becomes `F' + b (1 - D')` in the
orthonormal basis. -/
theorem orthFock_levelShift (h : Xᴴ * S * X = 1) (b : 𝕜) (F D : Matrix n n 𝕜) :
    orthFock X (levelShift b S F D) = orthFock X F + b • (1 - orthDensity X D) := by
  have hP : Xᴴ * (S * D * S) * X = orthDensity X D := by
    calc Xᴴ * (S * D * S) * X
        = Xᴴ * (S * (X * orthDensity X D * Xᴴ) * S) * X := by
          rw [density_back_transform h D]
      _ = (Xᴴ * S * X) * orthDensity X D * (Xᴴ * S * X) := by
          simp only [Matrix.mul_assoc]
      _ = orthDensity X D := by rw [h, Matrix.one_mul, Matrix.mul_one]
  simp only [orthFock, levelShift, Matrix.mul_add, Matrix.add_mul, Matrix.mul_smul,
    Matrix.smul_mul, Matrix.mul_sub, Matrix.sub_mul, h, hP]

omit [DecidableEq n] in
/-- The level shift built from `D` leaves the SCF error of `D` unchanged. -/
theorem scfError_levelShift (b : 𝕜) (S F D : Matrix n n 𝕜) :
    scfError S (levelShift b S F D) D = scfError S F D := by
  simp only [scfError, levelShift, Matrix.add_mul, Matrix.mul_add, Matrix.smul_mul,
    Matrix.mul_smul, Matrix.sub_mul, Matrix.mul_sub, Matrix.mul_assoc]
  abel

/-- Two normalized orbitals with overlap `3/5`: an explicit `X` satisfies `Xᴴ S X = 1`, the
density `diag(1, 0)` satisfies `D S D = D`, and a purely off-diagonal Fock matrix gives the
displayed SCF error. -/
theorem orthogonalizer_witness :
    (!![1, -3/4; 0, 5/4] : Matrix (Fin 2) (Fin 2) ℝ)ᴴ * !![1, 3/5; 3/5, 1]
        * !![1, -3/4; 0, 5/4] = 1
      ∧ (!![1, 0; 0, 0] : Matrix (Fin 2) (Fin 2) ℝ) * !![1, 3/5; 3/5, 1] * !![1, 0; 0, 0]
        = !![1, 0; 0, 0]
      ∧ scfError (!![1, 3/5; 3/5, 1] : Matrix (Fin 2) (Fin 2) ℝ) !![0, 1; 1, 0] !![1, 0; 0, 0]
        = !![0, -1; 1, 0] := by
  refine ⟨?_, ?_, ?_⟩ <;> ext i j <;> fin_cases i <;> fin_cases j <;>
    norm_num [scfError, Matrix.mul_apply, Fin.sum_univ_succ, Matrix.conjTranspose_apply]

end

end SCFErrorOrthogonalization
```

```lean
#print axioms SCFErrorOrthogonalization.scfError_eq_zero_iff
#print axioms SCFErrorOrthogonalization.error_norm_sq
#print axioms SCFErrorOrthogonalization.orthFock_levelShift
#print axioms SCFErrorOrthogonalization.scfError_levelShift
```

```
'SCFErrorOrthogonalization.scfError_eq_zero_iff' depends on axioms: [propext, Classical.choice, Quot.sound]
'SCFErrorOrthogonalization.error_norm_sq' depends on axioms: [propext, Classical.choice, Quot.sound]
'SCFErrorOrthogonalization.orthFock_levelShift' depends on axioms: [propext, Classical.choice, Quot.sound]
'SCFErrorOrthogonalization.scfError_levelShift' depends on axioms: [propext, Classical.choice, Quot.sound]
```

### From the matrix algebra to the Lean proofs

`orthogonalizer_mul_inv` identifies X⁻¹ with XᴴS through `Matrix.inv_eq_left_inv`, then uses `mul_eq_one_comm` to turn the left inverse into a right inverse. `density_back_transform` and `overlap_eq` are the two relations D = XD'Xᴴ and S = X⁻ᴴX⁻¹. The first proof regroups the product by associativity until XX⁻¹ and X⁻ᴴXᴴ stand together and can be replaced by 1. The second inserts these two products around S and regroups until XᴴSX stands together, which `h` replaces by 1.

In `scfError_transform`, the first `calc` step replaces D by XD'Xᴴ. Then `noncomm_ring` expands and regroups the products without changing the order of the factors, so that XᴴSX appears in each term. Rewriting with `h` removes it and leaves the commutator. `scfError_eq_zero_iff` reads this identity in both directions; for the converse it surrounds e with X⁻ᴴXᴴ and XX⁻¹, as in the derivation above.

The intermediate result `hmul` in `density_idempotent_iff` says that the density transform sends DSD to D'D'. One direction follows by rewriting with it, and the other by applying `density_back_transform` to both DSD and D.

For `error_norm_sq`, the intermediate result `hS` establishes S⁻¹ = XXᴴ by moving Xᴴ from the left of the product XᴴSX to its right, again with `mul_eq_one_comm`. `hE` expands e'ᴴe', and `Matrix.trace_mul_comm` carries the leading Xᴴ to the end of the trace, where it completes the second factor S⁻¹.

In `orthFock_levelShift`, `hP` is the relation Xᴴ(SDS)X = D', and the remaining step distributes the products over the sums. `scfError_levelShift` expands the error completely, after which `abel` cancels the four shift terms in pairs. The two-orbital theorem is checked entry by entry: `fin_cases` lists the matrix positions and `norm_num` evaluates the fractions.
